# On a Thomas-Fermi shell, the integrated second-order kinetic gradient term is 2/9 of local exchange minus a boundary term

Suppose a radial Thomas-Fermi code obtains the second-order gradient correction to the kinetic energy, with the kinetic energy density in the form $-\tfrac12\psi^*\nabla^2\psi$, by multiplying the local exchange energy by 2/9. On a grid cut off at finite radii, the answer can be badly wrong. For the potential $w(r)=81\pi^2/(8r^4)$, which solves the Thomas-Fermi equation away from the origin, the true ratio is 16/27 on every shell of nonzero thickness. The difference comes entirely from the two ends of the grid.

## The identity, with its boundary term

Use atomic units and let $w(r)>0$ be the local maximum kinetic energy of an electron, that is, the chemical potential minus the effective potential energy. On a shell $0<a\le r\le b$, define

$$k=\sqrt{2w},\qquad n=\frac{k^3}{3\pi^2},\qquad L=\frac{(r^2w')'}{r^2}.$$

Here $k$ is the local Fermi wave number, $n$ the Thomas-Fermi density and $L$ the radial Laplacian of $w$. The Thomas-Fermi equation $L=4\pi n$ is Poisson's equation for the electron cloud away from the nucleus. The two energy densities to be compared are

$$e_x=-\frac{3kn}{4\pi},\qquad g=-\frac{kL}{12\pi^2}-\frac{w'^2}{24\pi^2k}.$$

The first is local exchange. The second is the second-order gradient correction to the kinetic energy density, in the form that belongs to $-\tfrac12\psi^*\nabla^2\psi$. With $B(r)=r^2k(r)w'(r)$, the identity reads

$$\int_a^b r^2g\,dr=\frac29\int_a^b r^2e_x\,dr-\frac{B(b)-B(a)}{24\pi^2}.$$

These are radial integrals; multiplying the whole equation by $4\pi$ gives energies.

In the large-$Z$ expansion of neutral-atom energies, the ratio 2/9 relates the gradient correction to exchange at order $Z^{5/3}$, once the region near the nucleus has been treated separately. The identity here concerns a finite shell of a spherical Thomas-Fermi atom and takes no limit.

## Use on a radial grid

After solving the Thomas-Fermi equation, a code has arrays for $w$ and $w'$. It can form $k$ and $n$ point by point and insert $4\pi n$ for $L$, which avoids a numerical second derivative. Three numbers then suffice for a consistency test: the quadrature of $r^2g$, the quadrature of $r^2e_x$, and the difference of $B$ between the end points. A residual that doesn't shrink as the grid is refined and the solver converged points to a wrong prefactor, a slope array inconsistent with the potential, or a missing end-point contribution.

The identity also allows the gradient correction to be computed from the exchange integral and two end-point values, without a quadrature of $w'^2/k$. Near a nucleus of charge $Z$, where $w\approx Z/r$, the inner end contributes approximately

$$\frac{B(a)}{24\pi^2}\approx-\frac{Z}{24\pi^2}\sqrt{\frac{2Z}{a}}$$

to the right-hand side. This grows without bound as $a\to0$, while the exchange integral stays finite. Moving the first grid point inward therefore makes the omission of the boundary term worse.

The Thomas-Fermi equation is essential. Take the constant potential $w=1/2$, so that $k=1$, $w'=0$ and $L=0$. The gradient integral and the boundary term both vanish, but

$$\frac29\int_a^b r^2e_x\,dr=-\frac{b^3-a^3}{54\pi^3},$$

which is nonzero for $a<b$. A uniform density has exchange energy but no gradient correction.

## Derivation by integrating one flux

Differentiating $k^2=2w$ gives $2kk'=2w'$, hence $k'=w'/k$. The definition of $L$ gives $(r^2w')'=r^2L$. The product rule then yields

$$B'=(k\,r^2w')'=\frac{w'}{k}\,r^2w'+k\,r^2L=r^2\left(\frac{w'^2}{k}+kL\right).$$

Integrating from $a$ to $b$,

$$\int_a^b r^2\frac{w'^2}{k}\,dr=B(b)-B(a)-\int_a^b r^2kL\,dr.$$

For any real coefficients $\alpha$ and $\beta$ it follows that

$$\int_a^b r^2\left(\alpha kL+\beta\frac{w'^2}{k}\right)dr=(\alpha-\beta)\int_a^b r^2kL\,dr+\beta\,[B(b)-B(a)].$$

So far the Thomas-Fermi equation has not been used. It now gives

$$kL=4\pi kn=-\frac{16\pi^2}{3}\,e_x.$$

The gradient term has $\alpha=-1/(12\pi^2)$ and $\beta=-1/(24\pi^2)$, so $\alpha-\beta=-1/(24\pi^2)$, and the factor in front of the exchange integral is

$$-\frac{16\pi^2}{3}\left(-\frac1{24\pi^2}\right)=\frac29.$$

The remaining term $\beta[B(b)-B(a)]$ is the boundary term of the identity.

To see that $g$ is a kinetic correction, write it in terms of the density. Since $n'=kw'/\pi^2$,

$$\frac{n'^2}{72n}=\frac{w'^2}{24\pi^2k},\qquad \nabla^2n=\frac1{\pi^2}\left(kL+\frac{w'^2}{k}\right),$$

and therefore $g=|\nabla n|^2/(72n)-\nabla^2n/12$. The first part is one ninth of the von Weizsäcker term. The second is a divergence and contributes only at the ends of the shell.

For the potential in the opening example, $k=9\pi/(2r^2)$ and

$$e_x=-\frac{6561\pi}{64r^8},\qquad g=-\frac{243\pi}{4r^8}.$$

Their ratio is 16/27 at every radius, so the integrals have the same ratio.

## The Lean file

In the code, `gradientExchange` is the kinetic gradient term $g$. Despite its name, it is not a gradient correction to exchange.

```lean
import Mathlib

open Real Set

namespace ThomasFermiGradientExchange

noncomputable section

/-- The local Fermi wave number `k = √(2w)` of a potential `w`. -/
def kF (w : ℝ → ℝ) (r : ℝ) : ℝ := √(2 * w r)

/-- The Thomas-Fermi density `n = k³/(3π²)`. -/
def density (w : ℝ → ℝ) (r : ℝ) : ℝ := kF w r ^ 3 / (3 * π ^ 2)

/-- The local exchange energy per volume, `-3kn/(4π)`. -/
def localExchange (w : ℝ → ℝ) (r : ℝ) : ℝ :=
  -(3 * kF w r * density w r) / (4 * π)

/-- The second-order gradient term `-k L/(12π²) - w'²/(24π²k)`, where `L` stands for the
Laplacian of the potential. -/
def gradientExchange (w w' L : ℝ → ℝ) (r : ℝ) : ℝ :=
  -(kF w r * L r) / (12 * π ^ 2) - w' r ^ 2 / (24 * π ^ 2 * kF w r)

/-- On the shell `a ≤ r ≤ b` the potential `w` is positive, has derivative `w'`, and has
radial Laplacian `L`, in the flux form `(r² w')' = r² L`. -/
structure IsRadialPotential (w w' L : ℝ → ℝ) (a b : ℝ) : Prop where
  pos : ∀ r ∈ Icc a b, 0 < w r
  hasDeriv : ∀ r ∈ Icc a b, HasDerivAt w (w' r) r
  flux : ∀ r ∈ Icc a b, HasDerivAt (fun s => s ^ 2 * w' s) (r ^ 2 * L r) r

/-- Where the potential is positive, the local wave number has derivative `k' = w'/k`. -/
theorem hasDerivAt_kF {w : ℝ → ℝ} {d r : ℝ} (h : HasDerivAt w d r) (hw : 0 < w r) :
    HasDerivAt (kF w) (d / kF w r) r := by
  have h2 : 2 * w r ≠ 0 := by positivity
  have h3 := (h.const_mul 2).sqrt h2
  rw [mul_div_mul_left _ _ (by norm_num : (2 : ℝ) ≠ 0)] at h3
  exact h3

/-- On a shell that excludes the nucleus, the slope `w'` of a radial potential is
continuous. -/
theorem continuousOn_slope {w w' L : ℝ → ℝ} {a b : ℝ} (ha : 0 < a)
    (h : IsRadialPotential w w' L a b) : ContinuousOn w' (Icc a b) := by
  intro r hr
  have hr0 : 0 < r := lt_of_lt_of_le ha hr.1
  -- divide the continuous flux by r²
  have hc : ContinuousOn (fun s => s ^ 2 * w' s) (Icc a b) :=
    fun s hs => (h.flux s hs).continuousAt.continuousWithinAt
  have hq : ContinuousOn (fun s : ℝ => s ^ 2) (Icc a b) := (continuous_pow 2).continuousOn
  have hd := hc.div hq (fun s hs => pow_ne_zero 2 (lt_of_lt_of_le ha hs.1).ne')
  refine (hd.congr (fun s hs => ?_)) r hr
  have hs0 : s ≠ 0 := (lt_of_lt_of_le ha hs.1).ne'
  exact (mul_div_cancel_left₀ (w' s) (pow_ne_zero 2 hs0)).symm

/-- For any coefficients `α`, `β`, the radial integral of `α k L + β w'²/k` is `α - β` times
that of `k L`, plus `β` times the difference of `r² k w'` between the ends of the shell. -/
theorem integral_gradient_terms {w w' L : ℝ → ℝ} {a b : ℝ} (ha : 0 < a) (hab : a ≤ b)
    (h : IsRadialPotential w w' L a b) (hL : ContinuousOn L (Icc a b)) (α β : ℝ) :
    ∫ r in a..b, r ^ 2 * (α * (kF w r * L r) + β * (w' r ^ 2 / kF w r)) =
      (α - β) * (∫ r in a..b, r ^ 2 * (kF w r * L r)) +
        β * (b ^ 2 * kF w b * w' b - a ^ 2 * kF w a * w' a) := by
  have hk : ContinuousOn (kF w) (Icc a b) := fun r hr =>
    (hasDerivAt_kF (h.hasDeriv r hr) (h.pos r hr)).continuousAt.continuousWithinAt
  have hk0 : ∀ r ∈ Icc a b, kF w r ≠ 0 := fun r hr =>
    (Real.sqrt_pos.mpr (mul_pos two_pos (h.pos r hr))).ne'
  have hq : ContinuousOn (fun s : ℝ => s ^ 2) (Icc a b) := (continuous_pow 2).continuousOn
  have c1 : ContinuousOn (fun r => r ^ 2 * (w' r ^ 2 / kF w r)) (Icc a b) := by
    have := hq.mul (((continuousOn_slope ha h).pow 2).div hk hk0)
    exact this
  have c2 : ContinuousOn (fun r => r ^ 2 * (kF w r * L r)) (Icc a b) := by
    have := hq.mul (hk.mul hL)
    exact this
  have i1 := c1.intervalIntegrable_of_Icc (μ := MeasureTheory.volume) hab
  have i2 := c2.intervalIntegrable_of_Icc (μ := MeasureTheory.volume) hab
  -- the derivative of k r² w' integrates to the boundary term
  have key : ∫ r in a..b, (r ^ 2 * (w' r ^ 2 / kF w r) + r ^ 2 * (kF w r * L r)) =
      kF w b * (b ^ 2 * w' b) - kF w a * (a ^ 2 * w' a) := by
    refine intervalIntegral.integral_eq_sub_of_hasDerivAt
      (f := fun r => kF w r * (r ^ 2 * w' r)) (fun r hr => ?_) (i1.add i2)
    rw [uIcc_of_le hab] at hr
    exact ((hasDerivAt_kF (h.hasDeriv r hr) (h.pos r hr)).fun_mul
      (h.flux r hr)).congr_deriv (by ring)
  rw [intervalIntegral.integral_add i1 i2] at key
  have split : ∫ r in a..b, r ^ 2 * (α * (kF w r * L r) + β * (w' r ^ 2 / kF w r)) =
      α * (∫ r in a..b, r ^ 2 * (kF w r * L r)) +
        β * (∫ r in a..b, r ^ 2 * (w' r ^ 2 / kF w r)) := by
    rw [← intervalIntegral.integral_const_mul, ← intervalIntegral.integral_const_mul,
      ← intervalIntegral.integral_add (i2.const_mul α) (i1.const_mul β)]
    congr 1
    funext r
    ring
  rw [split]
  linear_combination β * key

/-- If the potential obeys the Thomas-Fermi equation `L = 4πn`, the radial integral of
`α k L + β w'²/k` is `-(16π²/3)(α - β)` times that of the local exchange energy density,
plus `β` times the difference of `r² k w'` between the ends of the shell. -/
theorem integral_gradient_terms_thomasFermi {w w' L : ℝ → ℝ} {a b : ℝ} (ha : 0 < a)
    (hab : a ≤ b) (h : IsRadialPotential w w' L a b)
    (hTF : ∀ r ∈ Icc a b, L r = 4 * π * density w r) (α β : ℝ) :
    ∫ r in a..b, r ^ 2 * (α * (kF w r * L r) + β * (w' r ^ 2 / kF w r)) =
      -(16 * π ^ 2 / 3) * (α - β) * (∫ r in a..b, r ^ 2 * localExchange w r) +
        β * (b ^ 2 * kF w b * w' b - a ^ 2 * kF w a * w' a) := by
  have hk : ContinuousOn (kF w) (Icc a b) := fun r hr =>
    (hasDerivAt_kF (h.hasDeriv r hr) (h.pos r hr)).continuousAt.continuousWithinAt
  have hn : ContinuousOn (fun r => 4 * π * density w r) (Icc a b) := by
    have := (continuousOn_const (c := 4 * π)).mul ((hk.pow 3).div_const (3 * π ^ 2))
    exact this
  -- the Thomas-Fermi equation makes k L proportional to the local exchange density
  have e : ∫ r in a..b, r ^ 2 * (kF w r * L r) =
      -(16 * π ^ 2 / 3) * ∫ r in a..b, r ^ 2 * localExchange w r := by
    rw [← intervalIntegral.integral_const_mul]
    refine intervalIntegral.integral_congr (fun r hr => ?_)
    rw [uIcc_of_le hab] at hr
    have hpi : π ≠ 0 := Real.pi_ne_zero
    simp only [hTF r hr, localExchange]
    field_simp
    ring
  rw [integral_gradient_terms ha hab h (hn.congr hTF) α β, e]
  ring

/-- For a Thomas-Fermi potential on a shell `0 < a ≤ r ≤ b`, the radial integral of the
second-order gradient term is `2/9` of that of the local exchange energy density, minus the
difference of `r² k w'` between the ends of the shell divided by `24π²`. -/
theorem gradientExchange_eq_two_ninths {w w' L : ℝ → ℝ} {a b : ℝ} (ha : 0 < a)
    (hab : a ≤ b) (h : IsRadialPotential w w' L a b)
    (hTF : ∀ r ∈ Icc a b, L r = 4 * π * density w r) :
    ∫ r in a..b, r ^ 2 * gradientExchange w w' L r =
      2 / 9 * (∫ r in a..b, r ^ 2 * localExchange w r) -
        (b ^ 2 * kF w b * w' b - a ^ 2 * kF w a * w' a) / (24 * π ^ 2) := by
  have e : ∫ r in a..b, r ^ 2 * gradientExchange w w' L r =
      ∫ r in a..b, r ^ 2 * (-1 / (12 * π ^ 2) * (kF w r * L r) +
        -1 / (24 * π ^ 2) * (w' r ^ 2 / kF w r)) := by
    congr 1
    funext r
    unfold gradientExchange
    ring
  have hpi : π ≠ 0 := Real.pi_ne_zero
  have hc : -(16 * π ^ 2 / 3) * (-1 / (12 * π ^ 2) - -1 / (24 * π ^ 2)) = 2 / 9 := by
    field_simp
    norm_num
  rw [e, integral_gradient_terms_thomasFermi ha hab h hTF, hc]
  ring

/-- The potential `w = 81π²/(8r⁴)` is a positive radial potential that solves the
Thomas-Fermi equation on every shell with `a > 0`. -/
theorem inverse_fourth_power_witness {a b : ℝ} (ha : 0 < a) :
    IsRadialPotential (fun r => 81 * π ^ 2 / 8 / r ^ 4) (fun r => -(81 * π ^ 2 / 2) / r ^ 5)
        (fun r => 243 * π ^ 2 / 2 / r ^ 6) a b ∧
      ∀ r ∈ Icc a b, 243 * π ^ 2 / 2 / r ^ 6 =
        4 * π * density (fun r => 81 * π ^ 2 / 8 / r ^ 4) r := by
  have hpi : 0 < π := Real.pi_pos
  refine ⟨⟨fun r hr => ?_, fun r hr => ?_, fun r hr => ?_⟩, fun r hr => ?_⟩
  all_goals have hr0 : 0 < r := lt_of_lt_of_le ha hr.1
  · positivity
  · refine ((hasDerivAt_const r (81 * π ^ 2 / 8)).fun_div (hasDerivAt_pow 4 r)
      (pow_ne_zero 4 hr0.ne')).congr_deriv ?_
    simp only [Nat.cast_ofNat, Nat.reduceSub]
    field_simp
    ring
  · refine ((hasDerivAt_pow 2 r).fun_mul ((hasDerivAt_const r (-(81 * π ^ 2 / 2))).fun_div
      (hasDerivAt_pow 5 r) (pow_ne_zero 5 hr0.ne'))).congr_deriv ?_
    simp only [Nat.cast_ofNat, Nat.reduceSub]
    field_simp
    ring
  · -- here the local wave number is k = 9π/(2r²)
    have hk : kF (fun r => 81 * π ^ 2 / 8 / r ^ 4) r = 9 * π / (2 * r ^ 2) := by
      have hs : 2 * (81 * π ^ 2 / 8 / r ^ 4) = (9 * π / (2 * r ^ 2)) ^ 2 := by
        field_simp
        ring
      unfold kF
      rw [hs, Real.sqrt_sq (by positivity)]
    rw [density, hk]
    field_simp
    ring

end

end ThomasFermiGradientExchange
```

```lean
#print axioms ThomasFermiGradientExchange.gradientExchange_eq_two_ninths
```

```
'ThomasFermiGradientExchange.gradientExchange_eq_two_ninths' depends on axioms: [propext, Classical.choice, Quot.sound]
```

## What the theorems cover, and how they are proved

The main theorem, `gradientExchange_eq_two_ninths`, says: if $0<a\le b$, if $w$ is a positive radial potential on the shell with slope $w'$ and Laplacian $L$, and if $L=4\pi n$ at every point of the shell, then the identity holds. When $a=b$, both sides are zero.

The definitions `kF`, `density` and `localExchange` are $k$, $n$ and $e_x$. The definition `gradientExchange` is the kinetic correction $g$.

In Lean, `w`, `w'` and `L` are three separate real functions, and the prime is only part of a name. The structure `IsRadialPotential` ties them together. Its field `pos` makes $w$ positive, `hasDeriv` makes `w'` the derivative of `w`, and `flux` states $(r^2w')'=r^2L$. The derivatives are two-sided even at $a$ and $b$, so the potential must extend smoothly enough a little beyond each end. The hypothesis `hTF` is the Thomas-Fermi equation; it is assumed, not derived from a many-electron problem.

The proof follows the derivation closely:

- `hasDerivAt_kF` proves $k'=w'/k$ from the derivative of the square root, using $w>0$.
- `continuousOn_slope` proves that $w'$ is continuous. The flux $r^2w'$ is differentiable, hence continuous, and may be divided by $r^2$ because $a>0$.
- `integral_gradient_terms` proves the formula for general $\alpha$ and $\beta$, assuming that $L$ is continuous. Continuity makes both integrands integrable. The step named `key` applies the fundamental theorem of calculus to $k\,r^2w'$, and `linear_combination β * key` eliminates the integral of $r^2w'^2/k$.
- `integral_gradient_terms_thomasFermi` obtains the continuity of $L$ from that of $4\pi n$, then replaces $kL$ by the multiple of $e_x$ found above.
- `gradientExchange_eq_two_ninths` inserts the two coefficients. Its step `hc` is the arithmetic that produces 2/9.
- `inverse_fourth_power_witness` verifies that $w=81\pi^2/(8r^4)$ satisfies both the structure and the Thomas-Fermi equation whenever $a>0$. The hypotheses of the main theorem are thus met by an explicit potential with a nonzero slope.

The general formula also shows what happens when a potential satisfies the Thomas-Fermi equation only approximately. If its actual Laplacian is $L=4\pi n+\delta$ with $\delta$ continuous, and $g$ is evaluated with that $L$, then the left side of the identity exceeds the right side by

$$-\frac1{24\pi^2}\int_a^b r^2k\,\delta\,dr.$$

If $4\pi n$ is inserted for $L$ in $g$ instead, as in the grid test above, this difference has the opposite sign. It accounts for the error in the differential equation, but not for quadrature or rounding error, which the theorems do not address.

The result is restricted to spherical symmetry, a finite shell that excludes the nucleus, and strictly positive $w$. An ion's outer edge, where $w=0$ and $1/k$ is singular, must lie beyond $b$. Extending the identity to a whole atom requires separate control of the behaviour at both ends, and near the nucleus the gradient expansion itself breaks down.
